# The Grüneisen Parameter of a Differentiable Phonon Branch from the Volume Derivative of the Dynamical Matrix

The Grüneisen parameter of a phonon mode at volume $V_0>0$ is

$$\gamma=-\frac{d\ln\omega}{d\ln V}=-\frac{V_0\,\omega'}{\omega}=-\frac{V_0}{2\omega^2}\langle e,D'e\rangle ,$$

where $D(V)$ is the dynamical matrix at a wave vector held fixed in reduced coordinates, $e(V)$ the polarization vector and $\omega(V)$ the frequency. Primes are volume derivatives, $\langle a,b\rangle=\sum_i \bar a_i b_i$, and everything is evaluated at $V_0$. We assume that $De=\omega^2e$ near $V_0$, that $D$, $e$ and $\omega$ are differentiable at $V_0$, and that there $D$ is Hermitian, $\langle e,e\rangle=1$ and $\omega>0$.

In the quasi-harmonic approximation the phonons are harmonic at each volume, and the dynamical matrix depends on the volume. For a finite dynamical matrix, the formula then gives $\gamma$ without the derivative of the polarization vector.

## Differentiating and projecting the eigenvalue equation

The product rule gives

$$D'e+De'=2\omega\omega'e+\omega^2e'.$$

Take the inner product with $e$. By Hermiticity $\langle e,De'\rangle=\langle De,e'\rangle=\omega^2\langle e,e'\rangle$, which cancels the last term on the right and leaves

$$\langle e,D'e\rangle=2\omega\omega'.$$

With $V=\exp x$, the chain rule gives $\frac{d}{dx}[-\ln\omega(\exp x)]=-V\omega'/\omega$. Substituting $\omega'=\langle e,D'e\rangle/(2\omega)$ yields the formula.

If $D'=-(2g/V_0)D$, then $2\omega\omega'=-(2g/V_0)\omega^2$, so $\gamma=g$.

In the smallest case, a $1\times1$ matrix, $D=\omega^2$ and the formula reads $\gamma=-(V_0/2\omega^2)\,d(\omega^2)/dV$.

For a numerical instance, take $V_0=2$ and

$$D=\begin{pmatrix}3&1\\1&3\end{pmatrix},\quad D'=\begin{pmatrix}-3&-1\\-1&-1\end{pmatrix},\quad e=\tfrac1{\sqrt2}\begin{pmatrix}1\\1\end{pmatrix}.$$

Then $\omega^2=4$ and $\langle e,D'e\rangle=-3$, so $\gamma=-(2/8)(-3)=3/4$.

## Sorted eigenvalues at a crossing

Let $s$ measure the displacement from a crossing and take $\operatorname{diag}(1+s,1-s)$. If $a\le b$ are its eigenvalues, comparing characteristic polynomials at $0$ and $1$ gives $ab=1-s^2$ and $(1-a)(1-b)=-s^2$. Hence $a+b=2$ and $(b-1)^2=s^2$. Since $b\ge1$, we get $a=1-|s|$ and $b=1+|s|$. Both are even in $s$, so their central differences about $0$ vanish, while the branches $1+s$ and $1-s$ have slopes $+1$ and $-1$. In this two-level model, central differences of sorted eigenvalues about the crossing miss the slopes; following the eigenvectors recovers them.

## The phonon branch in Lean

The finite type `n` labels the components of the polarization vector. `PhononBranch` collects the assumptions: `eigen` holds in a neighbourhood of `V₀`, `hermitian`, `unit` and `pos` only at `V₀`, and `D` and `e` are differentiated entry by entry. The differentiable branch is assumed, not constructed; at a degeneracy, `e V₀` must be the vector that this branch selects.

```lean
import Mathlib

open Matrix Topology

namespace GruneisenParameter

noncomputable section

/-- A phonon mode near the volume `V₀`: the dynamical matrix `D`, polarization vector `e` and
frequency `w` have derivatives `D'`, `e'`, `w'` at `V₀` and obey `D e = w² e` near `V₀`.
At `V₀` the matrix is Hermitian, the vector has unit norm and the frequency is positive. -/
structure PhononBranch {n : Type*} [Fintype n] (D : ℝ → Matrix n n ℂ) (D' : Matrix n n ℂ)
    (e : ℝ → n → ℂ) (e' : n → ℂ) (w : ℝ → ℝ) (w' V₀ : ℝ) : Prop where
  hermitian : (D V₀).IsHermitian
  unit : star (e V₀) ⬝ᵥ e V₀ = 1
  pos : 0 < w V₀
  eigen : ∀ᶠ V in 𝓝 V₀, D V *ᵥ e V = ((w V : ℂ) ^ 2) • e V
  deriv_D : ∀ i j, HasDerivAt (fun V => D V i j) (D' i j) V₀
  deriv_e : ∀ i, HasDerivAt (fun V => e V i) (e' i) V₀
  deriv_w : HasDerivAt w w' V₀
```

`IsGruneisen` expresses $-d\ln\omega/d\ln V$ as a derivative with respect to $x=\ln V$.

```lean
/-- The number `γ` is the Grueneisen parameter `-d ln w / d ln V` at volume `V`. It has this meaning
for `V > 0` and `w V > 0`, which the definition itself does not require. -/
def IsGruneisen (w : ℝ → ℝ) (V γ : ℝ) : Prop :=
  HasDerivAt (fun x => -Real.log (w (Real.exp x))) γ (Real.log V)
```

The differentiated equation is proved component by component. `hL` and `hR` differentiate its two sides, and uniqueness of the derivative equates the results.

```lean
variable {n : Type*} [Fintype n] {D : ℝ → Matrix n n ℂ} {D' : Matrix n n ℂ}
  {e : ℝ → n → ℂ} {e' : n → ℂ} {w : ℝ → ℝ} {w' V₀ : ℝ}

/-- The volume derivative of the eigenvalue equation of a phonon mode:
`D' e + D e' = 2 w w' e + w² e'`. -/
theorem deriv_eigen (h : PhononBranch D D' e e' w w' V₀) :
    D' *ᵥ e V₀ + D V₀ *ᵥ e' =
      (2 * (w V₀ : ℂ) * (w' : ℂ)) • e V₀ + ((w V₀ : ℂ) ^ 2) • e' := by
  ext i
  have hL : HasDerivAt (fun V => ∑ j, D V i j * e V j)
      (∑ j, (D' i j * e V₀ j + D V₀ i j * e' j)) V₀ :=
    HasDerivAt.fun_sum fun j _ => (h.deriv_D i j).fun_mul (h.deriv_e j)
  have hw : HasDerivAt (fun V => (w V : ℂ)) (w' : ℂ) V₀ := h.deriv_w.ofReal_comp
  have hR : HasDerivAt (fun V => (w V : ℂ) ^ 2 * e V i)
      (2 * (w V₀ : ℂ) * (w' : ℂ) * e V₀ i + (w V₀ : ℂ) ^ 2 * e' i) V₀ := by
    have hfun : (fun V => (w V : ℂ) ^ 2 * e V i) =
        fun V => (w V : ℂ) * (w V : ℂ) * e V i := by
      funext V
      ring
    have hval : 2 * (w V₀ : ℂ) * (w' : ℂ) * e V₀ i + (w V₀ : ℂ) ^ 2 * e' i =
        ((w' : ℂ) * (w V₀ : ℂ) + (w V₀ : ℂ) * (w' : ℂ)) * e V₀ i +
          (w V₀ : ℂ) * (w V₀ : ℂ) * e' i := by
      ring
    rw [hfun, hval]
    exact (hw.fun_mul hw).fun_mul (h.deriv_e i)
  have hEq : (fun V => ∑ j, D V i j * e V j) =ᶠ[𝓝 V₀]
      fun V => (w V : ℂ) ^ 2 * e V i := by
    filter_upwards [h.eigen] with V hV
    exact congrFun hV i
  -- both sides of the eigenvalue equation have the same derivative
  have key := hL.unique (hR.congr_of_eventuallyEq hEq)
  rw [Finset.sum_add_distrib] at key
  exact key
```

Next comes the Hellmann–Feynman relation for this finite matrix and differentiable branch. `h2` is the conjugated eigenvalue equation, `h1` moves $D$ onto the left vector, and the final `linear_combination` cancels the terms in $e'$.

```lean
/-- Hellmann-Feynman relation for a phonon mode: `⟨e, D' e⟩ = 2 w w'`. -/
theorem hellmann_feynman (h : PhononBranch D D' e e' w w' V₀) :
    star (e V₀) ⬝ᵥ (D' *ᵥ e V₀) = 2 * (w V₀ : ℂ) * (w' : ℂ) := by
  -- Hermiticity lets the matrix act to the left
  have h2 : star (e V₀) ᵥ* D V₀ = ((w V₀ : ℂ) ^ 2) • star (e V₀) := by
    have h3 := congrArg star h.eigen.self_of_nhds
    rw [Matrix.star_mulVec, h.hermitian.eq] at h3
    rw [h3]
    ext i
    simp
  have h1 : star (e V₀) ⬝ᵥ (D V₀ *ᵥ e') = (w V₀ : ℂ) ^ 2 * (star (e V₀) ⬝ᵥ e') := by
    rw [Matrix.dotProduct_mulVec, h2, smul_dotProduct, smul_eq_mul]
  have h4 := congrArg (fun v => star (e V₀) ⬝ᵥ v) (deriv_eigen h)
  simp only [dotProduct_add, dotProduct_smul, smul_eq_mul, h1, h.unit] at h4
  linear_combination h4
```

The logarithmic chain rule uses `Real.exp_log`, hence positive volume.

```lean
/-- If `w` has derivative `w'` at `V`, and `V` and `w V` are positive, then `-d ln w / d ln V` is
`-V w' / w`. -/
theorem isGruneisen_of_hasDerivAt {V : ℝ} (hV : 0 < V) (hpos : 0 < w V)
    (hw : HasDerivAt w w' V) : IsGruneisen w V (-V * w' / w V) := by
  have hexp : Real.exp (Real.log V) = V := Real.exp_log hV
  have h1 : HasDerivAt w w' (Real.exp (Real.log V)) := by rwa [hexp]
  have h2 : HasDerivAt (fun x => w (Real.exp x)) (w' * Real.exp (Real.log V)) (Real.log V) :=
    h1.comp (Real.log V) (Real.hasDerivAt_exp _)
  have h3 := (h2.log (by simpa only [hexp] using hpos.ne')).fun_neg
  refine h3.congr_deriv ?_
  simp only [hexp]
  ring
```

The main theorem joins the two results. Its second part is an equality of complex numbers, so it also shows that the right-hand side is real.

```lean
/-- The Grueneisen parameter of a phonon mode at positive volume is `-V w' / w`, and it equals
`-(V / (2 w²)) ⟨e, D' e⟩`. -/
theorem gruneisen_formula (h : PhononBranch D D' e e' w w' V₀) (hV : 0 < V₀) :
    IsGruneisen w V₀ (-V₀ * w' / w V₀) ∧
      ((-V₀ * w' / w V₀ : ℝ) : ℂ) =
        -((V₀ : ℂ) / (2 * (w V₀ : ℂ) ^ 2)) * (star (e V₀) ⬝ᵥ (D' *ᵥ e V₀)) := by
  refine ⟨isGruneisen_of_hasDerivAt hV h.pos h.deriv_w, ?_⟩
  have hw : (w V₀ : ℂ) ≠ 0 := by exact_mod_cast h.pos.ne'
  rw [hellmann_feynman h]
  push_cast
  field_simp
```

The condition `hD` says that, to first order, all entries of the dynamical matrix scale with volume as $V^{-2g}$. The proof inserts it into the Hellmann–Feynman relation and solves for `w'`.

```lean
/-- If at a positive volume the dynamical matrix satisfies `D' = -(2 g / V) D`, then a phonon
mode of it has Grueneisen parameter `g`. -/
theorem gruneisen_of_uniform_scaling (h : PhononBranch D D' e e' w w' V₀) (hV : 0 < V₀)
    {g : ℝ} (hD : D' = ((-(2 * g / V₀) : ℝ) : ℂ) • D V₀) : IsGruneisen w V₀ g := by
  have hf := hellmann_feynman h
  have hs : D' *ᵥ e V₀ = ((-(2 * g / V₀) : ℝ) : ℂ) • (D V₀ *ᵥ e V₀) := by
    rw [hD]
    ext i
    simp only [Matrix.mulVec, dotProduct, Matrix.smul_apply, Pi.smul_apply, smul_eq_mul,
      Finset.mul_sum, mul_assoc]
  rw [hs, h.eigen.self_of_nhds, dotProduct_smul, dotProduct_smul, h.unit, smul_eq_mul,
    smul_eq_mul, mul_one] at hf
  have hr : -(2 * g / V₀) * w V₀ ^ 2 = 2 * w V₀ * w' := by exact_mod_cast hf
  have hpos := h.pos
  have h5 : w' = -(g / V₀) * w V₀ :=
    mul_left_cancel₀ (show 2 * w V₀ ≠ 0 by positivity) (by linear_combination -hr)
  have hg : -V₀ * w' / w V₀ = g := by
    rw [h5]
    field_simp
  exact hg ▸ isGruneisen_of_hasDerivAt hV h.pos h.deriv_w
```

## A mode with a rotating polarization vector

An explicit example satisfies every field of `PhononBranch` with $e'\ne0$: $V^2$ times the projector on $(\cos V,\sin V)$, with $\omega(V)=V$. The eigenvalue equation reduces to $\sin^2V+\cos^2V=1$. The formula gives $\gamma=-1$ for this mode.

```lean
/-- A polarization vector that rotates with the volume. -/
def rotE (V : ℝ) : Fin 2 → ℂ := ![((Real.cos V : ℝ) : ℂ), ((Real.sin V : ℝ) : ℂ)]

/-- The dynamical matrix `V²` times the projector on the rotating polarization vector. -/
def rotD (V : ℝ) : Matrix (Fin 2) (Fin 2) ℂ :=
  !![((V ^ 2 * Real.cos V ^ 2 : ℝ) : ℂ), ((V ^ 2 * (Real.cos V * Real.sin V) : ℝ) : ℂ);
     ((V ^ 2 * (Real.cos V * Real.sin V) : ℝ) : ℂ), ((V ^ 2 * Real.sin V ^ 2 : ℝ) : ℂ)]

/-- At every positive volume the rotating polarization vector, with frequency `w(V) = V`,
is a phonon mode of the matrix `rotD`. -/
theorem phononBranch_witness (hV : 0 < V₀) :
    PhononBranch rotD (fun i j => deriv (fun V => rotD V i j) V₀)
      rotE (fun i => deriv (fun V => rotE V i) V₀) (fun V => V) 1 V₀ where
  hermitian := Matrix.IsHermitian.ext fun i j => by
    fin_cases i <;> fin_cases j <;> exact Complex.conj_ofReal _
  unit := by
    simp only [dotProduct, Fin.sum_univ_two]
    change star ((Real.cos V₀ : ℝ) : ℂ) * ((Real.cos V₀ : ℝ) : ℂ) +
      star ((Real.sin V₀ : ℝ) : ℂ) * ((Real.sin V₀ : ℝ) : ℂ) = 1
    simp only [Complex.star_def, Complex.conj_ofReal]
    push_cast
    linear_combination Complex.sin_sq_add_cos_sq (V₀ : ℂ)
  pos := hV
  eigen := Filter.Eventually.of_forall fun V => by
    refine funext (Fin.forall_fin_two.mpr ⟨?_, ?_⟩)
    · simp only [Matrix.mulVec, dotProduct, Fin.sum_univ_two]
      change ((V ^ 2 * Real.cos V ^ 2 : ℝ) : ℂ) * ((Real.cos V : ℝ) : ℂ) +
        ((V ^ 2 * (Real.cos V * Real.sin V) : ℝ) : ℂ) * ((Real.sin V : ℝ) : ℂ) =
        (V : ℂ) ^ 2 * ((Real.cos V : ℝ) : ℂ)
      push_cast
      linear_combination (V : ℂ) ^ 2 * Complex.cos V * Complex.sin_sq_add_cos_sq (V : ℂ)
    · simp only [Matrix.mulVec, dotProduct, Fin.sum_univ_two]
      change ((V ^ 2 * (Real.cos V * Real.sin V) : ℝ) : ℂ) * ((Real.cos V : ℝ) : ℂ) +
        ((V ^ 2 * Real.sin V ^ 2 : ℝ) : ℂ) * ((Real.sin V : ℝ) : ℂ) =
        (V : ℂ) ^ 2 * ((Real.sin V : ℝ) : ℂ)
      push_cast
      linear_combination (V : ℂ) ^ 2 * Complex.sin V * Complex.sin_sq_add_cos_sq (V : ℂ)
  deriv_D := fun i j => by
    have lift : ∀ f : ℝ → ℝ, Differentiable ℝ f → Differentiable ℝ (fun V => (f V : ℂ)) :=
      fun f hf => Complex.ofRealCLM.differentiable.comp hf
    refine DifferentiableAt.hasDerivAt ?_
    fin_cases i <;> fin_cases j
    · exact lift (fun V => V ^ 2 * Real.cos V ^ 2) (by fun_prop) V₀
    · exact lift (fun V => V ^ 2 * (Real.cos V * Real.sin V)) (by fun_prop) V₀
    · exact lift (fun V => V ^ 2 * (Real.cos V * Real.sin V)) (by fun_prop) V₀
    · exact lift (fun V => V ^ 2 * Real.sin V ^ 2) (by fun_prop) V₀
  deriv_e := fun i => by
    refine DifferentiableAt.hasDerivAt ?_
    fin_cases i
    · exact (Real.hasDerivAt_cos V₀).ofReal_comp.differentiableAt
    · exact (Real.hasDerivAt_sin V₀).ofReal_comp.differentiableAt
  deriv_w := hasDerivAt_id V₀
```

## The crossing in Lean

The sorted eigenvalues enter as ordered roots of the characteristic polynomial. `h0` and `h1` are the comparisons at $0$ and $1$.

```lean
/-- The matrix `diag(1 + s, 1 - s)`, whose two branches cross at `s = 0`. -/
def crossing (s : ℝ) : Matrix (Fin 2) (Fin 2) ℝ := !![1 + s, 0; 0, 1 - s]

/-- The ordered roots `a ≤ b` of the characteristic polynomial of `diag(1 + s, 1 - s)` are
`1 - |s|` and `1 + |s|`. -/
theorem sorted_eigenvalues {s a b : ℝ} (hab : a ≤ b)
    (h : ∀ x : ℝ, (x • (1 : Matrix (Fin 2) (Fin 2) ℝ) - crossing s).det = (x - a) * (x - b)) :
    a = 1 - |s| ∧ b = 1 + |s| := by
  have hdet : ∀ x : ℝ, (x • (1 : Matrix (Fin 2) (Fin 2) ℝ) - crossing s).det =
      (x - (1 + s)) * (x - (1 - s)) := by
    intro x
    simp [crossing, Matrix.det_fin_two]
  -- compare the two factorizations at x = 0 and x = 1
  have h0 := (hdet 0).symm.trans (h 0)
  have h1 := (hdet 1).symm.trans (h 1)
  have hsum : a + b = 2 := by linear_combination h1 - h0
  have hs : |s| = |b - 1| :=
    (sq_eq_sq_iff_abs_eq_abs s (b - 1)).mp (by linear_combination -h0 - b * hsum)
  rw [abs_of_nonneg (show 0 ≤ b - 1 by linarith)] at hs
  constructor <;> linarith
```

Applying this at `h` and `-h` gives equal values, since $|-h|=|h|$. The theorem states the differences before division by $2h$.

```lean
/-- If `lo ≤ hi` are the sorted eigenvalues of `diag(1 + s, 1 - s)`, their central differences
about `s = 0` vanish for every step `h`. -/
theorem central_differences_vanish {lo hi : ℝ → ℝ} (hle : ∀ s, lo s ≤ hi s)
    (hdet : ∀ s x : ℝ, (x • (1 : Matrix (Fin 2) (Fin 2) ℝ) - crossing s).det =
      (x - lo s) * (x - hi s)) (h : ℝ) :
    lo h - lo (-h) = 0 ∧ hi h - hi (-h) = 0 := by
  obtain ⟨h1, h2⟩ := sorted_eigenvalues (hle h) (hdet h)
  obtain ⟨h3, h4⟩ := sorted_eigenvalues (hle (-h)) (hdet (-h))
  rw [abs_neg] at h3 h4
  constructor <;> linarith
```

The last theorem checks the fixed eigenvectors by components and differentiates their eigenvalues.

```lean
/-- The fixed vectors `(1, 0)` and `(0, 1)` are eigenvectors of `diag(1 + s, 1 - s)` with
eigenvalues `1 + s` and `1 - s`, whose slopes at `s = 0` are `+1` and `-1`. -/
theorem branch_slopes :
    (∀ s, crossing s *ᵥ ![1, 0] = (1 + s) • ![1, 0]) ∧
    (∀ s, crossing s *ᵥ ![0, 1] = (1 - s) • ![0, 1]) ∧
    HasDerivAt (fun s : ℝ => 1 + s) 1 0 ∧ HasDerivAt (fun s : ℝ => 1 - s) (-1) 0 := by
  refine ⟨fun s => ?_, fun s => ?_, (hasDerivAt_id (0 : ℝ)).const_add 1,
    (hasDerivAt_id (0 : ℝ)).const_sub 1⟩
  · ext i
    fin_cases i <;> simp [crossing, Matrix.mulVec, dotProduct, Fin.sum_univ_two]
  · ext i
    fin_cases i <;> simp [crossing, Matrix.mulVec, dotProduct, Fin.sum_univ_two]

end

end GruneisenParameter
```

```lean
#print axioms GruneisenParameter.gruneisen_formula
#print axioms GruneisenParameter.gruneisen_of_uniform_scaling
#print axioms GruneisenParameter.central_differences_vanish
#print axioms GruneisenParameter.branch_slopes
```

```
'GruneisenParameter.gruneisen_formula' depends on axioms: [propext, Classical.choice, Quot.sound]
'GruneisenParameter.gruneisen_of_uniform_scaling' depends on axioms: [propext, Classical.choice, Quot.sound]
'GruneisenParameter.central_differences_vanish' depends on axioms: [propext, Classical.choice, Quot.sound]
'GruneisenParameter.branch_slopes' depends on axioms: [propext, Classical.choice, Quot.sound]
```
